# Triplet excitation from a closed shell with frozen orbitals costs $F_{aa}-F_{ii}-J_{ia}$

In a finite real basis with eightfold symmetric two-electron integrals, moving one electron of a closed shell from orbital $i$ to orbital $a$ with a spin flip, all orbitals held fixed, changes the unrestricted Hartree-Fock energy by $F_{aa}-F_{ii}-J_{ia}$. Here $F$ is the closed-shell Fock matrix and $J_{ia}=(ii|aa)$ is the Coulomb integral between the two orbitals.

```lean
import Mathlib

open Matrix

namespace TripletExcitation

noncomputable section

variable {n : Type*} [Fintype n]

/-- Eightfold permutation symmetry of real two-electron integrals `g p q r s = (pq|rs)`,
given by two generating exchanges. -/
structure IsEightfold (g : n → n → n → n → ℝ) : Prop where
  bra : ∀ p q r s, g p q r s = g q p r s
  swap : ∀ p q r s, g p q r s = g r s p q

/-- The electron repulsion is a positive semidefinite quadratic form on pair densities. -/
def IsRepulsive (g : n → n → n → n → ℝ) : Prop :=
  ∀ X : Matrix n n ℝ, 0 ≤ ∑ p, ∑ q, ∑ r, ∑ s, X p q * g p q r s * X r s

/-- The Coulomb matrix `J(D)`, with entries `∑ (pq|rs) D_rs`. -/
def coulomb (g : n → n → n → n → ℝ) : Matrix n n ℝ →ₗ[ℝ] Matrix n n ℝ where
  toFun D := Matrix.of fun p q => ∑ r, ∑ s, g p q r s * D r s
  map_add' X Y := by
    ext p q
    simp [mul_add, Finset.sum_add_distrib]
  map_smul' c X := by
    ext p q
    simp [Finset.mul_sum, mul_left_comm]

/-- The exchange matrix `K(D)`, with entries `∑ (pr|qs) D_rs`. -/
def exchange (g : n → n → n → n → ℝ) : Matrix n n ℝ →ₗ[ℝ] Matrix n n ℝ where
  toFun D := Matrix.of fun p q => ∑ r, ∑ s, g p r q s * D r s
  map_add' X Y := by
    ext p q
    simp [mul_add, Finset.sum_add_distrib]
  map_smul' c X := by
    ext p q
    simp [Finset.mul_sum, mul_left_comm]

/-- The density matrix `a aᵀ` of one electron in the orbital `a`. -/
def density (a : n → ℝ) : Matrix n n ℝ := vecMulVec a a

/-- The diagonal element `F_aa = a · F a` of a matrix `F` in the orbital `a`. -/
def expect (F : Matrix n n ℝ) (a : n → ℝ) : ℝ := a ⬝ᵥ F *ᵥ a

/-- The Coulomb integral `J_ia = (ii|aa)`. -/
def coulombIntegral (g : n → n → n → n → ℝ) (i a : n → ℝ) : ℝ :=
  expect (coulomb g (density a)) i

/-- The exchange integral `K_ia = (ia|ia)`. -/
def exchangeIntegral (g : n → n → n → n → ℝ) (i a : n → ℝ) : ℝ :=
  expect (exchange g (density a)) i

/-- The unrestricted Hartree-Fock energy of the spin densities `Da` and `Db`. -/
def energy (h : Matrix n n ℝ) (g : n → n → n → n → ℝ) (Da Db : Matrix n n ℝ) : ℝ :=
  trace (h * (Da + Db)) + 1 / 2 * trace ((Da + Db) * coulomb g (Da + Db))
    - 1 / 2 * trace (Da * exchange g Da) - 1 / 2 * trace (Db * exchange g Db)

/-- The Fock matrix `h + J(T) - K(D)` for a spin with density `D` in the total density `T`. -/
def spinFock (h : Matrix n n ℝ) (g : n → n → n → n → ℝ) (T D : Matrix n n ℝ) :
    Matrix n n ℝ := h + coulomb g T - exchange g D

/-- The closed-shell Fock matrix `F = h + 2 J(D) - K(D)`. -/
def fock (h : Matrix n n ℝ) (g : n → n → n → n → ℝ) (D : Matrix n n ℝ) :
    Matrix n n ℝ := h + (2 : ℝ) • coulomb g D - exchange g D

/-- In a fourfold sum over basis functions the two index pairs may be summed in either order. -/
theorem sum_pairs_comm (f : n → n → n → n → ℝ) :
    ∑ p, ∑ q, ∑ r, ∑ s, f p q r s = ∑ r, ∑ s, ∑ p, ∑ q, f p q r s := by
  have H := Finset.sum_comm (s := (Finset.univ : Finset (n × n)))
    (t := (Finset.univ : Finset (n × n))) (f := fun x y => f x.1 x.2 y.1 y.2)
  simpa only [Fintype.sum_prod_type] using H

/-- The Coulomb energy of two densities is symmetric: `tr(X J(Y)) = tr(Y J(X))`. -/
theorem trace_coulomb_comm {g : n → n → n → n → ℝ} (hg : IsEightfold g)
    (X Y : Matrix n n ℝ) : trace (X * coulomb g Y) = trace (Y * coulomb g X) := by
  simp only [trace, diag_apply, mul_apply, coulomb, LinearMap.coe_mk, AddHom.coe_mk,
    of_apply, Finset.mul_sum]
  refine (sum_pairs_comm _).trans ?_
  refine Finset.sum_congr rfl fun r _ => Finset.sum_congr rfl fun s _ =>
    Finset.sum_congr rfl fun p _ => Finset.sum_congr rfl fun q _ => ?_
  rw [(hg.bra q p r s).trans ((hg.swap p q r s).trans (hg.bra r s p q))]
  ring

/-- The exchange energy of two densities is symmetric: `tr(X K(Y)) = tr(Y K(X))`. -/
theorem trace_exchange_comm {g : n → n → n → n → ℝ} (hg : IsEightfold g)
    (X Y : Matrix n n ℝ) : trace (X * exchange g Y) = trace (Y * exchange g X) := by
  simp only [trace, diag_apply, mul_apply, exchange, LinearMap.coe_mk, AddHom.coe_mk,
    of_apply, Finset.mul_sum]
  refine (sum_pairs_comm _).trans ?_
  refine Finset.sum_congr rfl fun r _ => Finset.sum_congr rfl fun s _ =>
    Finset.sum_congr rfl fun p _ => Finset.sum_congr rfl fun q _ => ?_
  rw [(hg.bra q r p s).trans ((hg.swap r q p s).trans (hg.bra p s r q))]
  ring

/-- A diagonal element is a trace against the orbital density: `F_aa = tr(a aᵀ F)`. -/
theorem expect_eq_trace (F : Matrix n n ℝ) (a : n → ℝ) :
    expect F a = trace (density a * F) := by
  simp only [expect, density, trace, diag_apply, mul_apply, vecMulVec_apply, dotProduct,
    mulVec, Finset.mul_sum]
  refine Finset.sum_comm.trans ?_
  refine Finset.sum_congr rfl fun p _ => Finset.sum_congr rfl fun q _ => ?_
  ring

/-- The exchange and Coulomb self-energies of one orbital coincide: `K_aa = J_aa`. -/
theorem self_interaction (g : n → n → n → n → ℝ) (a : n → ℝ) :
    exchangeIntegral g a a = coulombIntegral g a a := by
  simp only [exchangeIntegral, coulombIntegral, expect, density, dotProduct, mulVec,
    exchange, coulomb, LinearMap.coe_mk, AddHom.coe_mk, of_apply, vecMulVec_apply,
    Finset.mul_sum, Finset.sum_mul]
  refine Finset.sum_congr rfl fun p _ => ?_
  refine Finset.sum_comm.trans ?_
  refine Finset.sum_congr rfl fun q _ => Finset.sum_congr rfl fun r _ =>
    Finset.sum_congr rfl fun s _ => ?_
  ring

/-- Removing a beta electron from `i` and adding an alpha electron in `a` changes the
unrestricted energy by the difference of the two spin Fock elements minus `J_ia`. -/
theorem spin_flip_energy (h : Matrix n n ℝ) {g : n → n → n → n → ℝ} (hg : IsEightfold g)
    (Da Db : Matrix n n ℝ) (i a : n → ℝ) :
    energy h g (Da + density a) (Db - density i) - energy h g Da Db =
      expect (spinFock h g (Da + Db) Da) a - expect (spinFock h g (Da + Db) Db) i
        - coulombIntegral g i a := by
  have sa := self_interaction g a
  have si := self_interaction g i
  simp only [exchangeIntegral, coulombIntegral, expect_eq_trace] at sa si
  simp only [energy, spinFock, coulombIntegral, expect_eq_trace, map_add, map_sub,
    mul_add, add_mul, mul_sub, sub_mul, trace_add, trace_sub]
  -- cross terms combine by symmetry, self-energies cancel
  linear_combination trace_mul_comm h (density a) - trace_mul_comm h (density i)
    + 1 / 2 * trace_coulomb_comm hg Da (density a)
    + 1 / 2 * trace_coulomb_comm hg Db (density a)
    - 1 / 2 * trace_coulomb_comm hg Da (density i)
    - 1 / 2 * trace_coulomb_comm hg Db (density i)
    - 1 / 2 * trace_exchange_comm hg Da (density a)
    + 1 / 2 * trace_exchange_comm hg Db (density i)
    - 1 / 2 * trace_coulomb_comm hg (density a) (density i)
    - 1 / 2 * sa - 1 / 2 * si

/-- The triplet determinant obtained from a closed shell by moving an electron from `i` to `a`
with a spin flip has excitation energy `F_aa - F_ii - J_ia`. -/
theorem triplet_excitation_energy (h : Matrix n n ℝ) {g : n → n → n → n → ℝ}
    (hg : IsEightfold g) (D : Matrix n n ℝ) (i a : n → ℝ) :
    energy h g (D + density a) (D - density i) - energy h g D D =
      expect (fock h g D) a - expect (fock h g D) i - coulombIntegral g i a := by
  have e : fock h g D = spinFock h g (D + D) D := by
    simp only [fock, spinFock, map_add, two_smul]
  rw [e]
  exact spin_flip_energy h hg D D i a

/-- The energy of the determinant in which the electron moves from `i` to `a` without a spin flip,
minus the energy of the triplet determinant, equals the exchange integral `K_ia`. -/
theorem spin_conserving_sub_triplet (h : Matrix n n ℝ) {g : n → n → n → n → ℝ}
    (hg : IsEightfold g) (D : Matrix n n ℝ) (i a : n → ℝ) :
    energy h g (D + density a - density i) D - energy h g (D + density a) (D - density i) =
      exchangeIntegral g i a := by
  simp only [energy, exchangeIntegral, expect_eq_trace, map_add, map_sub,
    mul_add, add_mul, mul_sub, sub_mul, trace_add, trace_sub]
  linear_combination 1 / 2 * trace_exchange_comm hg (density a) (density i)

/-- For a positive semidefinite repulsion the triplet determinant is not higher in energy than
the determinant with the same orbitals and no spin flip. -/
theorem triplet_le_spin_conserving (h : Matrix n n ℝ) {g : n → n → n → n → ℝ}
    (hg : IsEightfold g) (hpos : IsRepulsive g) (D : Matrix n n ℝ) (i a : n → ℝ) :
    energy h g (D + density a) (D - density i) ≤
      energy h g (D + density a - density i) D := by
  -- `K_ia` is the self-repulsion of the pair density `i aᵀ`
  have hK : exchangeIntegral g i a = ∑ p, ∑ q, ∑ r, ∑ s,
      vecMulVec i a p q * g p q r s * vecMulVec i a r s := by
    simp only [exchangeIntegral, expect, density, dotProduct, mulVec, exchange,
      LinearMap.coe_mk, AddHom.coe_mk, of_apply, vecMulVec_apply,
      Finset.mul_sum, Finset.sum_mul]
    refine Finset.sum_congr rfl fun p _ => ?_
    refine Finset.sum_comm.trans ?_
    refine Finset.sum_congr rfl fun q _ => Finset.sum_congr rfl fun r _ =>
      Finset.sum_congr rfl fun s _ => ?_
    ring
  have h0 := hpos (vecMulVec i a)
  rw [← hK] at h0
  linarith [spin_conserving_sub_triplet h hg D i a]

/-- The on-site repulsion `U` of a Hubbard dimer as a table of two-electron integrals. -/
def hubbard (U : ℝ) (p q r s : Fin 2) : ℝ := if p = q ∧ q = r ∧ r = s then U else 0

/-- The Hubbard dimer with `U ≥ 0` has eightfold symmetric integrals and a positive
semidefinite repulsion. -/
theorem hubbard_witness (U : ℝ) (hU : 0 ≤ U) :
    IsEightfold (hubbard U) ∧ IsRepulsive (hubbard U) := by
  refine ⟨⟨?_, ?_⟩, ?_⟩
  · intro p q r s
    fin_cases p <;> fin_cases q <;> fin_cases r <;> fin_cases s <;> simp [hubbard]
  · intro p q r s
    fin_cases p <;> fin_cases q <;> fin_cases r <;> fin_cases s <;> simp [hubbard]
  · intro X
    have e : ∑ p, ∑ q, ∑ r, ∑ s, X p q * hubbard U p q r s * X r s =
        U * (X 0 0 ^ 2 + X 1 1 ^ 2) := by
      simp [hubbard, Fin.sum_univ_two]
      ring
    rw [e]
    positivity

end

end TripletExcitation
```

```lean
#print axioms TripletExcitation.triplet_excitation_energy
#print axioms TripletExcitation.triplet_le_spin_conserving
```

```
'TripletExcitation.triplet_excitation_energy' depends on axioms: [propext, Classical.choice, Quot.sound]
'TripletExcitation.triplet_le_spin_conserving' depends on axioms: [propext, Classical.choice, Quot.sound]
```

## Determinants as pairs of density matrices

The basis functions are labelled by a finite type `n`, and `g p q r s` is the integral $(pq|rs)$ in charge-density order. `IsEightfold` demands $(pq|rs)=(qp|rs)$ and $(pq|rs)=(rs|pq)$, which together generate all eight permutations available for real basis functions. The one-electron matrix $h$ is arbitrary. The Coulomb and exchange matrices of a density $D$ are

$$J(D)_{pq}=\sum_{rs}(pq|rs)D_{rs},\qquad K(D)_{pq}=\sum_{rs}(pr|qs)D_{rs}.$$

They are defined as linear maps, `coulomb g` and `exchange g`. A state enters through its two spin densities $D_\alpha$ and $D_\beta$, with total $T=D_\alpha+D_\beta$, and `energy` is

$$E(D_\alpha,D_\beta)=\mathrm{tr}(hT)+\tfrac12\mathrm{tr}(T\,J(T))-\tfrac12\mathrm{tr}(D_\alpha K(D_\alpha))-\tfrac12\mathrm{tr}(D_\beta K(D_\beta)).$$

An orbital is its coefficient vector. `density a` is $P_a=aa^{\mathsf T}$, and `expect F a` is $F_{aa}=a\cdot Fa$. The closed shell is $(D,D)$, with $F=h+2J(D)-K(D)$, and the triplet determinant is $(D+P_a,\,D-P_i)$: a beta electron has left $i$ and an alpha electron has appeared in $a$.

`triplet_excitation_energy` is an algebraic identity. It does not require $D$ to be symmetric, idempotent or self-consistent, nor $i$ and $a$ to be normalised. The reading in terms of determinants does need more: $D$ must be built from orthonormal occupied orbitals, $i$ must be one of them, and $a$ must be a normalised orbital orthogonal to them all. In a non-orthogonal basis, these conditions refer to the overlap matrix.

If $i$ and $a$ are canonical orbitals, $F_{aa}-F_{ii}$ is the difference of their orbital energies, which Koopmans' picture associates with attaching an electron in $a$ and removing one from $i$. The term $-J_{ia}$ is the attraction between the excited electron and the hole it leaves. For electronic structure, this gives a first estimate of a triplet energy from ground-state quantities, within a single determinant and without orbital relaxation or correlation.

## Expanding the quadratic energy

The pairings $\mathrm{tr}(X\,J(Y))$ and $\mathrm{tr}(X\,K(Y))$ are symmetric in $X$ and $Y$. For the first,

$$\mathrm{tr}(X\,J(Y))=\sum_{pqrs}X_{pq}(qp|rs)Y_{rs},\qquad \mathrm{tr}(Y\,J(X))=\sum_{pqrs}Y_{rs}(sr|pq)X_{pq},$$

and $(qp|rs)=(pq|rs)=(rs|pq)=(sr|pq)$. For exchange, the corresponding integrals are $(qr|ps)$ and $(sp|rq)$, which agree by the same three moves.

Start from any reference $(D_\alpha,D_\beta)$ and go to $(D_\alpha+P_a,\,D_\beta-P_i)$. The total density changes by $P_a-P_i$, so the one-electron energy changes by $h_{aa}-h_{ii}$. By symmetry of the pairing, the Coulomb energy changes by

$$J(T)_{aa}-J(T)_{ii}+\tfrac12(aa|aa)+\tfrac12(ii|ii)-J_{ia}.$$

The alpha and beta exchange energies change by

$$-K(D_\alpha)_{aa}-\tfrac12(aa|aa)\qquad\text{and}\qquad +K(D_\beta)_{ii}-\tfrac12(ii|ii).$$

The self-energies cancel, because for a single orbital Coulomb and exchange are the same integral. With $F^\sigma=h+J(T)-K(D_\sigma)$ for spin $\sigma$, what remains is

$$\Delta E=F^\alpha_{aa}-F^\beta_{ii}-J_{ia}.$$

For $D_\alpha=D_\beta=D$ we have $T=2D$, both spin Fock matrices equal $F$, and the triplet formula follows.

## The exchange gap to the determinant without a spin flip

If the electron keeps its spin, the spin densities are $(D+P_a-P_i,\,D)$. The total density is the same as in the triplet determinant, so only exchange distinguishes the two. When the four exchange energies are expanded, everything cancels except the cross term between $P_a$ and $P_i$, and

$$E(D+P_a-P_i,\,D)-E(D+P_a,\,D-P_i)=\mathrm{tr}(P_iK(P_a))=K_{ia}=(ia|ia).$$

This is a gap between determinants. The one without a spin flip is not a pure singlet, so $K_{ia}$ should not be read as the singlet-triplet splitting.

The sign of $K_{ia}$ comes from a further hypothesis, `IsRepulsive`: $\sum X_{pq}(pq|rs)X_{rs}\ge0$ for every real matrix $X$. It stands for the fact that the Coulomb self-energy of any real charge distribution is non-negative. Choosing $X=ia^{\mathsf T}$ turns the sum into $K_{ia}$, so the triplet determinant is never the higher of the two.

## How the Lean proof follows the expansion

`sum_pairs_comm` exchanges the two pairs of summation indices. `trace_coulomb_comm` and `trace_exchange_comm` use it to line up the sums, then apply the three integral permutations given above. `expect_eq_trace` rewrites $F_{aa}$ as $\mathrm{tr}(P_aF)$, so that energies and Fock elements are both written as traces. `self_interaction` proves $K_{aa}=J_{aa}$ by reordering sums, without any symmetry of $g$.

In `spin_flip_energy`, `simp only` multiplies out the energy by linearity. Each cross term then occurs in both orders, and `linear_combination` merges them with the symmetry lemmas, each weighted by one half. The terms `sa` and `si` cancel the two self-energies, and `trace_mul_comm` turns $\mathrm{tr}(hP_a)$ into $\mathrm{tr}(P_ah)$.

`triplet_excitation_energy` only has to identify `fock h g D` with `spinFock h g (D + D) D`. In `spin_conserving_sub_triplet`, a single use of exchange symmetry is enough. `triplet_le_spin_conserving` writes $K_{ia}$ as the quadratic form at $ia^{\mathsf T}$ and combines its sign with that gap.

## A Hubbard dimer in numbers

`hubbard U` sets $(pp|pp)=U$ on two sites and every other integral to zero. `hubbard_witness` checks, case by case, that it is eightfold symmetric, and for $U\ge0$ it obtains repulsiveness from the form $U(X_{00}^2+X_{11}^2)$.

Take $U=2$ and hopping elements $h_{01}=h_{10}=-1$ with zero diagonal. Let $i=(1,1)/\sqrt2$ be doubly occupied and $a=(1,-1)/\sqrt2$ empty, so $D=P_i$. Both $J(D)$ and $K(D)$ are the identity matrix, hence $F=h+\mathbf 1$, with $F_{ii}=0$ and $F_{aa}=2$. Since $J_{ia}=U\sum_p i_p^2a_p^2=1$, the formula gives an excitation energy of $2-0-1=1$.

The energies themselves agree:

- **Closed shell:** the one-electron energy is $-2$, the Coulomb energy is $2$ and exchange contributes $-1$, for a total of $-1$.
- **Triplet determinant:** the spin densities are $(\mathbf 1,0)$. The one-electron energy vanishes, and the Coulomb energy $2$ is cancelled by exchange, for a total of $0$.
- **No spin flip:** the spin densities are $(P_a,P_i)$. The Coulomb energy is again $2$, but exchange contributes only $-1$, for a total of $1$.

The last two differ by $1$, which is $K_{ia}=U\sum_p i_p^2a_p^2$.
